# On a finite grid, length and velocity forms agree for all eigenpairs exactly when the nonlocal potential never connects different coordinates

A transition strength computed from Hartree–Fock orbitals can be obtained from the coordinate or from the velocity, and the two numbers generally differ, even when the orbitals are exact eigenvectors of the Fock operator. In the finite one-particle model below, the difference comes from the nonlocal potential, so it does not by itself measure numerical error.

States are vectors in $\mathbb C^n$, one component per grid point, and $H=T+V+K$ has kinetic part $T$, local potential $V$ and nonlocal potential $K$. For states $a,b$ with energies $E_a,E_b$, the length form is $(E_b-E_a)\langle a,xb\rangle$ and the velocity form is $\langle a,[x,T]b\rangle$. In the continuum $[x,p^2/2m]=i\hbar p/m$; here $T$ is any Hermitian matrix.

In Lean 4 with Mathlib:

```lean
import Mathlib

open Matrix

namespace LengthVelocityExchange

noncomputable section

variable {n : Type*} [Fintype n] [DecidableEq n]
```

## The coordinate and the local potential are real and diagonal

Locality means multiplication by a real function of the grid point, which is `localOp`. The bracket $\langle a,Ab\rangle$ is `matEl a A b`, conjugate-linear in $a$.

```lean
/-- A real function on the grid points, acting by multiplication: a coordinate or a local
potential. -/
def localOp (f : n → ℝ) : Matrix n n ℂ := diagonal (fun i => (f i : ℂ))

/-- The commutator of two operators. -/
def comm (A B : Matrix n n ℂ) : Matrix n n ℂ := A * B - B * A

/-- The matrix element of the operator `A` between the states `a` and `b`. -/
def matEl (a : n → ℂ) (A : Matrix n n ℂ) (b : n → ℂ) : ℂ := star a ⬝ᵥ (A *ᵥ b)

/-- The Hamiltonian with kinetic part `T`, local potential `V` and nonlocal potential `K`. -/
def hamiltonian (T : Matrix n n ℂ) (V : n → ℝ) (K : Matrix n n ℂ) : Matrix n n ℂ :=
  T + localOp V + K
```

Since $x$ is diagonal,
$$[x,A]_{ij}=x_iA_{ij}-A_{ij}x_j=(x_i-x_j)A_{ij}.$$
For $A=V$ this vanishes: off the diagonal $V_{ij}=0$, and on it $x_i-x_i=0$. Hence $[x,H]=[x,T]+[x,K]$. A potential with elements between different coordinates would leave a further term, which is the role of $K$.

```lean
/-- The commutator with a coordinate weights each matrix entry by the difference of the
coordinates of its two points. -/
theorem comm_localOp_apply (x : n → ℝ) (A : Matrix n n ℂ) (i j : n) :
    comm (localOp x) A i j = ((x i : ℂ) - x j) * A i j := by
  rw [comm, localOp, Matrix.sub_apply, diagonal_mul, mul_diagonal]
  ring
```

The product $(x_i-x_j)K_{ij}$ is zero for all $i,j$ exactly when $K_{ij}=0$ wherever $x_i\ne x_j$. The proof splits on whether the coordinates are equal.

```lean
/-- An operator commutes with the coordinate exactly when it does not connect points with
different values of that coordinate. -/
theorem comm_eq_zero_iff (x : n → ℝ) (K : Matrix n n ℂ) :
    comm (localOp x) K = 0 ↔ ∀ i j, x i ≠ x j → K i j = 0 := by
  constructor
  · intro h i j hij
    have h1 : ((x i : ℂ) - x j) * K i j = 0 := by
      rw [← comm_localOp_apply, h, Matrix.zero_apply]
    refine (mul_eq_zero.mp h1).resolve_left fun h2 => hij ?_
    exact_mod_cast sub_eq_zero.mp h2
  · intro h
    ext i j
    rw [comm_localOp_apply, Matrix.zero_apply]
    by_cases hij : x i = x j
    · rw [hij, sub_self, zero_mul]
    · rw [h i j hij, mul_zero]
```

## The kinetic and nonlocal parts are Hermitian

With $V$ real, this makes $H$ Hermitian, so it can act to the left: $Ha=E_aa$ gives $a^\dagger H=E_aa^\dagger$.

```lean
omit [Fintype n] in
/-- The Hamiltonian is Hermitian when its kinetic and nonlocal parts are. -/
theorem hamiltonian_isHermitian {T K : Matrix n n ℂ} (V : n → ℝ)
    (hT : T.IsHermitian) (hK : K.IsHermitian) : (hamiltonian T V K).IsHermitian := by
  have hV : (localOp V).IsHermitian := by
    rw [Matrix.IsHermitian, localOp, diagonal_conjTranspose]
    congr 1
    funext i
    exact Complex.conj_ofReal _
  exact (hT.add hV).add hK
```

Without Hermiticity the two forms can differ even when there is no nonlocal potential. Take $V=K=0$, $x=\mathrm{diag}(0,1)$ and $T=\begin{pmatrix}0&1\\0&1\end{pmatrix}$, with eigenvectors $a=(1,0)$ and $b=(1,1)$ at energies 0 and 1. The length form is $0$, the velocity form $-1$.

## Both states are eigenvectors of the full Hamiltonian

The transition joins stationary states of the $H$ that contains $K$. Then
$$\langle a,[x,H]b\rangle=\langle a,xHb\rangle-\langle a,Hxb\rangle=(E_b-E_a)\langle a,xb\rangle.$$
In the proof, `left` is the action on the bra and `hb` the action on the ket. Normalisation is not needed.

```lean
omit [DecidableEq n] in
/-- Between eigenvectors of a Hermitian `H`, the matrix element of the commutator of `X` with
`H` is the energy difference times the matrix element of `X`. -/
theorem matEl_comm_eigen {H : Matrix n n ℂ} (hH : H.IsHermitian) (X : Matrix n n ℂ)
    {a b : n → ℂ} {Ea Eb : ℝ} (ha : H *ᵥ a = (Ea : ℂ) • a) (hb : H *ᵥ b = (Eb : ℂ) • b) :
    matEl a (comm X H) b = ((Eb : ℂ) - Ea) * matEl a X b := by
  -- the Hamiltonian acts to the left on the bra
  have left : star a ᵥ* H = (Ea : ℂ) • star a := by
    have h := congrArg star ha
    rw [star_mulVec, hH.eq, star_smul, Complex.star_def, Complex.conj_ofReal] at h
    exact h
  unfold matEl comm
  rw [sub_mulVec, dotProduct_sub, ← mulVec_mulVec, ← mulVec_mulVec, hb, mulVec_smul,
    dotProduct_smul, Matrix.dotProduct_mulVec (star a) H, left, smul_dotProduct,
    smul_eq_mul, smul_eq_mul]
  ring
```

A superposition can carry a current, which no energy difference accounts for. On two sites at $x=0,1$ with $T_{01}=T_{10}=-t$ and $V=K=0$, the state $a=b=(1,i)/\sqrt2$ has velocity element $it$.

Inserting the split of $[x,H]$, proved as `hc`, gives
$$(E_b-E_a)\langle a,xb\rangle=\langle a,[x,T]b\rangle+\langle a,[x,K]b\rangle.$$

```lean
/-- The length form of a transition element equals the velocity form plus the contribution of
the commutator of the coordinate with the nonlocal potential. -/
theorem length_eq_velocity_add_nonlocal {T K : Matrix n n ℂ} (x V : n → ℝ)
    (hT : T.IsHermitian) (hK : K.IsHermitian) {a b : n → ℂ} {Ea Eb : ℝ}
    (ha : hamiltonian T V K *ᵥ a = (Ea : ℂ) • a)
    (hb : hamiltonian T V K *ᵥ b = (Eb : ℂ) • b) :
    ((Eb : ℂ) - Ea) * matEl a (localOp x) b =
      matEl a (comm (localOp x) T) b + matEl a (comm (localOp x) K) b := by
  -- the local potential commutes with the coordinate
  have hc : comm (localOp x) (hamiltonian T V K) =
      comm (localOp x) T + comm (localOp x) K := by
    ext i j
    rw [Matrix.add_apply, comm_localOp_apply, comm_localOp_apply, comm_localOp_apply,
      hamiltonian, Matrix.add_apply, Matrix.add_apply]
    by_cases hij : i = j
    · subst hij
      ring
    · have hV : localOp V i j = 0 := diagonal_apply_ne _ hij
      rw [hV]
      ring
  rw [← matEl_comm_eigen (hamiltonian_isHermitian V hT hK) (localOp x) ha hb, hc]
  unfold matEl
  rw [add_mulVec, dotProduct_add]
```

## Agreement is required for every pair

If $[x,K]=0$, the extra term vanishes and the forms agree. Conversely, agreement for all pairs gives $\langle u_i,[x,K]u_j\rangle=0$ for an orthonormal eigenbasis $u_j$ of $H$. With the $u_j$ as columns of a unitary $U$, this reads $U^\dagger[x,K]U=0$, and therefore $[x,K]=UU^\dagger[x,K]UU^\dagger=0$. The proof takes $U$ from the spectral theorem; `h0` is the vanishing matrix.

```lean
/-- Length and velocity forms agree for all pairs of eigenvectors exactly when the nonlocal
potential does not connect points with different values of the coordinate. -/
theorem length_eq_velocity_iff {T K : Matrix n n ℂ} (x V : n → ℝ)
    (hT : T.IsHermitian) (hK : K.IsHermitian) :
    (∀ (a b : n → ℂ) (Ea Eb : ℝ), hamiltonian T V K *ᵥ a = (Ea : ℂ) • a →
      hamiltonian T V K *ᵥ b = (Eb : ℂ) • b →
      ((Eb : ℂ) - Ea) * matEl a (localOp x) b = matEl a (comm (localOp x) T) b) ↔
    ∀ i j, x i ≠ x j → K i j = 0 := by
  rw [← comm_eq_zero_iff]
  constructor
  · intro h
    have hH := hamiltonian_isHermitian V hT hK
    let U : Matrix n n ℂ := hH.eigenvectorUnitary
    have hU : U * Uᴴ = 1 := Matrix.mem_unitaryGroup_iff.mp hH.eigenvectorUnitary.2
    have hu : ∀ j, hamiltonian T V K *ᵥ (fun k => U k j) =
        (hH.eigenvalues j : ℂ) • (fun k => U k j) := by
      intro j
      funext k
      exact congrFun (hH.mulVec_eigenvectorBasis j) k
    -- in the eigenbasis every element of the commutator vanishes
    have h0 : Uᴴ * (comm (localOp x) K * U) = 0 := by
      ext i j
      have h1 := length_eq_velocity_add_nonlocal x V hT hK (hu i) (hu j)
      rw [h _ _ _ _ (hu i) (hu j)] at h1
      exact left_eq_add.mp h1
    calc comm (localOp x) K = (U * Uᴴ) * comm (localOp x) K * (U * Uᴴ) := by
          rw [hU, one_mul, mul_one]
      _ = U * (Uᴴ * (comm (localOp x) K * U)) * Uᴴ := by noncomm_ring
      _ = 0 := by rw [h0, mul_zero, zero_mul]
  · intro h a b Ea Eb ha hb
    rw [length_eq_velocity_add_nonlocal x V hT hK ha hb, h]
    simp [matEl]
```

One pair would not suffice: in the two-site model below, the even state paired with itself gives zero in both forms for every $K$ considered there.

## The pair interaction is symmetric and positive

For occupied orbitals $\varphi_p$, the density matrix and exchange operator are
$$\rho_{ij}=\sum_p\varphi_p(i)\overline{\varphi_p(j)},\qquad K_{ij}=-w_{ij}\rho_{ij}.$$

```lean
/-- The sum over the orbitals `φ p` of `φ p i` times the conjugate of `φ p j`. For orthonormal
occupied orbitals this is the one-particle density matrix. -/
def density {m : Type*} [Fintype m] (φ : m → n → ℂ) (i j : n) : ℂ :=
  ∑ p, φ p i * star (φ p j)

/-- The exchange operator: minus the pair interaction `w` times the density matrix. -/
def exchange {m : Type*} [Fintype m] (w : n → n → ℝ) (φ : m → n → ℂ) : Matrix n n ℂ :=
  Matrix.of fun i j => -((w i j : ℂ) * density φ i j)
```

The real pair interaction $w$ represents a repulsion, finite even at coincident points. Its symmetry makes $K$ Hermitian (`hK`); its positivity makes $K_{ij}=0$ equivalent to $\rho_{ij}=0$ (`hz`). If $w_{ij}$ could vanish, the forms might agree although $\rho_{ij}\ne0$.

The orbitals are fixed and spinless. The theorem does not require them to be self-consistent or orthonormal, though $\rho$ is the one-particle density matrix of their Slater determinant only when they are orthonormal.

```lean
/-- With exchange from a positive symmetric interaction, length and velocity forms agree for all
pairs of eigenvectors exactly when the density matrix vanishes between points with different
values of the coordinate. -/
theorem exchange_length_eq_velocity_iff {m : Type*} [Fintype m] {T : Matrix n n ℂ}
    (x V : n → ℝ) (hT : T.IsHermitian) (w : n → n → ℝ) (φ : m → n → ℂ)
    (hw : ∀ i j, w i j = w j i) (hpos : ∀ i j, 0 < w i j) :
    (∀ (a b : n → ℂ) (Ea Eb : ℝ), hamiltonian T V (exchange w φ) *ᵥ a = (Ea : ℂ) • a →
      hamiltonian T V (exchange w φ) *ᵥ b = (Eb : ℂ) • b →
      ((Eb : ℂ) - Ea) * matEl a (localOp x) b = matEl a (comm (localOp x) T) b) ↔
    ∀ i j, x i ≠ x j → density φ i j = 0 := by
  have hK : (exchange w φ).IsHermitian := by
    ext i j
    simp [exchange, density, hw j i, mul_comm]
  rw [length_eq_velocity_iff x V hT hK]
  have hz : ∀ i j, exchange w φ i j = 0 ↔ density φ i j = 0 := by
    intro i j
    have hne : (w i j : ℂ) ≠ 0 := by exact_mod_cast (hpos i j).ne'
    simp [exchange, hne]
  simp only [hz]
```

## Two sites, the smallest grid with a difference

A single point has only one coordinate, so both forms vanish. On two sites at $x=0,1$, let kinetic hopping be $t$ and nonlocal hopping $k$. The even and odd states have energies $\mp(t+k)$.

```lean
/-- Hopping of strength `t` between two sites. -/
def hop (t : ℝ) : Matrix (Fin 2) (Fin 2) ℂ := !![0, -(t : ℂ); -(t : ℂ), 0]
```

The code uses unnormalised vectors; for normalised states the length form is $-(t+k)$ and the velocity form $-t$. They agree only at $k=0$. The proof evaluates the two-component sums.

```lean
/-- Two sites at coordinates 0 and 1 with kinetic hopping `t` and nonlocal hopping `k`: the even and
odd vectors `(1, 1)` and `(1, -1)`, which are not normalised, are eigenvectors; between them the
length form is `-2 (t + k)` and the velocity form `-2 t`. -/
theorem two_site_witness (t k : ℝ) :
    hamiltonian (hop t) 0 (hop k) *ᵥ ![1, 1] = ((-(t + k) : ℝ) : ℂ) • ![1, 1] ∧
    hamiltonian (hop t) 0 (hop k) *ᵥ ![1, -1] = ((t + k : ℝ) : ℂ) • ![1, -1] ∧
    (((t + k : ℝ) : ℂ) - ((-(t + k) : ℝ) : ℂ)) * matEl ![1, 1] (localOp ![0, 1]) ![1, -1] =
      -2 * (t + k) ∧
    matEl ![1, 1] (comm (localOp ![0, 1]) (hop t)) ![1, -1] = -2 * t := by
  refine ⟨?_, ?_, ?_, ?_⟩
  · ext i
    fin_cases i <;> simp [hamiltonian, localOp, hop, mulVec, dotProduct, Fin.sum_univ_two] <;>
      ring
  · ext i
    fin_cases i <;> simp [hamiltonian, localOp, hop, mulVec, dotProduct, Fin.sum_univ_two] <;>
      ring
  · simp [matEl, localOp, mulVec, dotProduct, Fin.sum_univ_two]
    ring
  · simp [matEl, comm_localOp_apply, hop, mulVec, dotProduct, Fin.sum_univ_two]
    ring

end

end LengthVelocityExchange
```

```lean
#print axioms LengthVelocityExchange.length_eq_velocity_iff
#print axioms LengthVelocityExchange.exchange_length_eq_velocity_iff
```

```
'LengthVelocityExchange.length_eq_velocity_iff' depends on axioms: [propext, Classical.choice, Quot.sound]
'LengthVelocityExchange.exchange_length_eq_velocity_iff' depends on axioms: [propext, Classical.choice, Quot.sound]
```
